# The CABS pair projector is idempotent and annihilates orbital-basis pairs, even for an incomplete CABS

For electrons $i=1,2$, let $O_i$, $P_i$ and $C_i$ project on the occupied orbitals, the orbital basis and the complementary auxiliary basis (CABS). Then

$$Q = 1-P_1P_2-O_1C_2-C_1O_2$$

satisfies $Q^2=Q$ and $QP_1P_2=P_1P_2Q=0$. The hypotheses are that all six operators are idempotent, that $O_iP_i=P_iO_i=O_i$ and $P_iC_i=C_iP_i=0$, and that operators of electron 1 commute with those of electron 2. The condition $P_i+C_i=1$ is not among them.

## Cancellation in an F12 intermediate

Explicitly correlated (F12) methods use $Q$ to keep the correlation factor $f$ from duplicating pairs that the orbital basis already describes. With the electron repulsion $g$ and with orbitals and CABS functions that together form an orthonormal set, a typical intermediate is

$$\begin{aligned}
\langle ij|gQf|kl\rangle={}&\langle ij|gf|kl\rangle-\sum_{pq}\langle ij|g|pq\rangle\langle pq|f|kl\rangle\\
&-\sum_{mx}\big(\langle ij|g|mx\rangle\langle mx|f|kl\rangle+\langle ij|g|xm\rangle\langle xm|f|kl\rangle\big).
\end{aligned}$$

In this section $i,j,k,l,m$ label occupied orbitals, not electrons; $p,q$ run over the orbital basis and $x$ over the CABS. The first term comes from the 1 in $Q$ and is computed from integrals over the product $gf$; the others are matrix contractions.

The identity gives a check on such a routine. Replace $f|kl\rangle$ by an orbital-basis pair $|rs\rangle$ throughout. The first term becomes $\langle ij|g|rs\rangle$, the $pq$ sum removes it, and the CABS sums vanish, so the result must be zero to rounding for any CABS size. A nonzero value can point to a wrong summation range, lost orthogonality between the two bases, or integrals approximated differently in different terms. A zero says nothing about whether the CABS is large enough.

## Products of the pair projectors

Since $O_i$ lies inside $P_i$, it is orthogonal to the CABS:

$$O_iC_i=O_iP_iC_i=0,\qquad C_iO_i=C_iP_iO_i=0.$$

Write $E_1=P_1P_2$, $E_2=O_1C_2$ and $E_3=C_1O_2$. Commutation lets each product be sorted by electron, so each $E_k$ is idempotent, and

$$\begin{aligned}
E_1E_2&=(P_1O_1)(P_2C_2)=0, & E_2E_1&=(O_1P_1)(C_2P_2)=0,\\
E_1E_3&=(P_1C_1)(P_2O_2)=0, & E_3E_1&=(C_1P_1)(O_2P_2)=0,\\
E_2E_3&=(O_1C_1)(C_2O_2)=0, & E_3E_2&=(C_1O_1)(O_2C_2)=0.
\end{aligned}$$

Hence $QE_k=E_k-E_k=0$ for each $k$, and likewise $E_1Q=0$. Then $Q^2=Q(1-E_1-E_2-E_3)=Q$. For any $G,F,X,Y$ it follows that

$$(G+XP_1P_2)\,Q\,(F+P_1P_2Y)=GQF.$$

## The error left by missing functions

Before the resolution of the identity, the projector is

$$Q_{\mathrm{ref}}=(1-O_1)(1-O_2)(1-V_1V_2),\qquad V_i=P_i-O_i.$$

Because $(1-O_i)V_i=V_i$, this equals

$$(1-O_1)(1-O_2)-V_1V_2=1-O_1-O_2-P_1P_2+P_1O_2+O_1P_2.$$

Subtracting it from $Q$ gives

$$Q-Q_{\mathrm{ref}}=O_1(1-P_2-C_2)+(1-P_1-C_1)O_2.$$

If this difference is zero, multiply it from the left by $O_1$. The second term drops out, because $O_1(1-P_1-C_1)=O_1-O_1-0=0$, so the first term is zero by itself, and then so is the second. The two projectors therefore agree exactly when both terms vanish, as they do for a complete CABS.

Strong orthogonality to the occupied space requires $QO_1=0$. With an incomplete CABS this can fail, because

$$QO_1=O_1-O_1P_2-O_1C_2-0=O_1(1-P_2-C_2).$$

## The projectors in Lean

`OrbitalSpaces R` holds $O$, $P$ and $C$ of one electron as `occ`, `orb` and `cabs`, with their algebraic relations, in an arbitrary ring `R`. The arguments `a` and `b` are electrons 1 and 2, and `Independent a b` lists the nine commutation relations. In a tensor-product space these hold because each operator acts on its own factor. `cabsQ` is $Q$ and `exactQ` is $Q_{\mathrm{ref}}$.

```lean
import Mathlib

open Matrix

namespace CabsProjector

noncomputable section

/-- The projectors of one electron: `occ` on the occupied orbitals, `orb` on the whole
orbital basis, which contains them, and `cabs` on a complementary auxiliary basis. -/
structure OrbitalSpaces (R : Type*) [Ring R] where
  occ : R
  orb : R
  cabs : R
  occ_idem : occ * occ = occ
  orb_idem : orb * orb = orb
  cabs_idem : cabs * cabs = cabs
  occ_orb : occ * orb = occ
  orb_occ : orb * occ = occ
  orb_cabs : orb * cabs = 0
  cabs_orb : cabs * orb = 0

/-- The projectors of the first electron commute with those of the second. -/
structure Independent {R : Type*} [Ring R] (a b : OrbitalSpaces R) : Prop where
  occ_occ : Commute a.occ b.occ
  occ_orb : Commute a.occ b.orb
  occ_cabs : Commute a.occ b.cabs
  orb_occ : Commute a.orb b.occ
  orb_orb : Commute a.orb b.orb
  orb_cabs : Commute a.orb b.cabs
  cabs_occ : Commute a.cabs b.occ
  cabs_orb : Commute a.cabs b.orb
  cabs_cabs : Commute a.cabs b.cabs

variable {R : Type*} [Ring R] {a b : OrbitalSpaces R}

/-- The CABS form of the pair projector, `1 - P₁P₂ - O₁C₂ - C₁O₂`. -/
def cabsQ (a b : OrbitalSpaces R) : R :=
  1 - a.orb * b.orb - a.occ * b.cabs - a.cabs * b.occ

/-- The pair projector before the resolution of the identity,
`(1 - O₁)(1 - O₂)(1 - V₁V₂)`, with virtual projectors `V = P - O`. -/
def exactQ (a b : OrbitalSpaces R) : R :=
  (1 - a.occ) * (1 - b.occ) * (1 - (a.orb - a.occ) * (b.orb - b.occ))

/-- The occupied and the complementary auxiliary projectors are orthogonal. -/
theorem occ_cabs_orthogonal (a : OrbitalSpaces R) :
    a.occ * a.cabs = 0 ∧ a.cabs * a.occ = 0 := by
  constructor
  · rw [← a.occ_orb, mul_assoc, a.orb_cabs, mul_zero]
  · rw [← a.orb_occ, ← mul_assoc, a.cabs_orb, zero_mul]

/-- The CABS pair operator is idempotent, and its product with the orbital-basis pair
projector `P₁P₂` vanishes in either order. -/
theorem cabsQ_projector (h : Independent a b) :
    cabsQ a b * cabsQ a b = cabsQ a b ∧
    cabsQ a b * (a.orb * b.orb) = 0 ∧ (a.orb * b.orb) * cabsQ a b = 0 := by
  obtain ⟨aoc, aco⟩ := occ_cabs_orthogonal a
  -- products of the three pair projectors, sorted electron by electron
  have pp : a.orb * b.orb * (a.orb * b.orb) = a.orb * b.orb := by
    rw [h.orb_orb.symm.mul_mul_mul_comm, a.orb_idem, b.orb_idem]
  have op : a.occ * b.cabs * (a.orb * b.orb) = 0 := by
    rw [h.orb_cabs.symm.mul_mul_mul_comm, b.cabs_orb, mul_zero]
  have cp : a.cabs * b.occ * (a.orb * b.orb) = 0 := by
    rw [h.orb_occ.symm.mul_mul_mul_comm, a.cabs_orb, zero_mul]
  have po : a.orb * b.orb * (a.occ * b.cabs) = 0 := by
    rw [h.occ_orb.symm.mul_mul_mul_comm, b.orb_cabs, mul_zero]
  have oo : a.occ * b.cabs * (a.occ * b.cabs) = a.occ * b.cabs := by
    rw [h.occ_cabs.symm.mul_mul_mul_comm, a.occ_idem, b.cabs_idem]
  have co : a.cabs * b.occ * (a.occ * b.cabs) = 0 := by
    rw [h.occ_occ.symm.mul_mul_mul_comm, aco, zero_mul]
  have pc : a.orb * b.orb * (a.cabs * b.occ) = 0 := by
    rw [h.cabs_orb.symm.mul_mul_mul_comm, a.orb_cabs, zero_mul]
  have oc : a.occ * b.cabs * (a.cabs * b.occ) = 0 := by
    rw [h.cabs_cabs.symm.mul_mul_mul_comm, aoc, zero_mul]
  have cc : a.cabs * b.occ * (a.cabs * b.occ) = a.cabs * b.occ := by
    rw [h.cabs_occ.symm.mul_mul_mul_comm, a.cabs_idem, b.occ_idem]
  -- Q annihilates each of them
  have q1 : cabsQ a b * (a.orb * b.orb) = 0 := by
    rw [cabsQ, sub_mul, sub_mul, sub_mul, one_mul, pp, op, cp]; simp
  have q2 : cabsQ a b * (a.occ * b.cabs) = 0 := by
    rw [cabsQ, sub_mul, sub_mul, sub_mul, one_mul, po, oo, co]; simp
  have q3 : cabsQ a b * (a.cabs * b.occ) = 0 := by
    rw [cabsQ, sub_mul, sub_mul, sub_mul, one_mul, pc, oc, cc]; simp
  refine ⟨?_, q1, ?_⟩
  · calc cabsQ a b * cabsQ a b
        = cabsQ a b * (1 - a.orb * b.orb - a.occ * b.cabs - a.cabs * b.occ) := rfl
      _ = cabsQ a b := by
        rw [mul_sub, mul_sub, mul_sub, mul_one, q1, q2, q3]; simp
  · rw [cabsQ, mul_sub, mul_sub, mul_sub, mul_one, pp, po, pc]; simp

/-- An intermediate `G Q F` is unchanged when terms passing through the orbital-basis
pair space are added to `G` and `F`. -/
theorem intermediate_invariant (h : Independent a b) (G F X Y : R) :
    (G + X * (a.orb * b.orb)) * cabsQ a b * (F + (a.orb * b.orb) * Y)
      = G * cabsQ a b * F := by
  obtain ⟨-, hr, hl⟩ := cabsQ_projector h
  have left : (G + X * (a.orb * b.orb)) * cabsQ a b = G * cabsQ a b := by
    rw [add_mul, mul_assoc X, hl, mul_zero, add_zero]
  have right : G * cabsQ a b * ((a.orb * b.orb) * Y) = 0 := by
    rw [mul_assoc G, ← mul_assoc (cabsQ a b), hr, zero_mul, mul_zero]
  rw [left, mul_add, right, add_zero]

/-- The CABS form is the original pair projector plus two terms, one for each electron: its occupied
projector times the part of the other electron's space missed by both bases. -/
theorem cabsQ_eq_exactQ_add (h : Independent a b) :
    cabsQ a b = exactQ a b + a.occ * (1 - b.orb - b.cabs)
      + (1 - a.orb - a.cabs) * b.occ := by
  have comm : Commute (1 - b.occ) (a.orb - a.occ) :=
    ((Commute.one_right _).sub_right (h.orb_occ.sub_left h.occ_occ)).symm
  have virt : ∀ e : OrbitalSpaces R, (1 - e.occ) * (e.orb - e.occ) = e.orb - e.occ := by
    intro e
    rw [sub_mul, one_mul, mul_sub, e.occ_orb, e.occ_idem, sub_self, sub_zero]
  -- virtual pairs already lie outside the occupied space
  have key : (1 - a.occ) * (1 - b.occ) * ((a.orb - a.occ) * (b.orb - b.occ))
      = (a.orb - a.occ) * (b.orb - b.occ) := by
    rw [comm.mul_mul_mul_comm, virt a, virt b]
  rw [exactQ, mul_sub, mul_one, key, cabsQ]
  noncomm_ring

/-- The CABS form equals the original pair projector exactly when both products of an
occupied projector with the other electron's missing space vanish. -/
theorem cabsQ_eq_exactQ_iff (h : Independent a b) :
    cabsQ a b = exactQ a b ↔
      a.occ * (1 - b.orb - b.cabs) = 0 ∧ (1 - a.orb - a.cabs) * b.occ = 0 := by
  have e := cabsQ_eq_exactQ_add h
  constructor
  · intro heq
    rw [heq] at e
    have hs : a.occ * (1 - b.orb - b.cabs) + (1 - a.orb - a.cabs) * b.occ = 0 := by
      rw [add_assoc] at e
      exact add_left_cancel (e.symm.trans (add_zero _).symm)
    have hz : a.occ * (1 - a.orb - a.cabs) = 0 := by
      rw [mul_sub, mul_sub, mul_one, a.occ_orb, (occ_cabs_orthogonal a).1]; simp
    -- projecting on the occupied space of electron 1 separates the two errors
    have hA : a.occ * (1 - b.orb - b.cabs) = 0 := by
      have t := congrArg (fun x => a.occ * x) hs
      simp only [mul_add, mul_zero] at t
      rwa [← mul_assoc, ← mul_assoc, a.occ_idem, hz, zero_mul, add_zero] at t
    exact ⟨hA, by rwa [hA, zero_add] at hs⟩
  · rintro ⟨hA, hB⟩
    rw [e, hA, hB, add_zero, add_zero]

/-- If orbital basis and CABS together resolve the identity for each electron, the CABS
form equals the original pair projector. -/
theorem cabsQ_eq_exactQ_of_complete (h : Independent a b)
    (ha : a.orb + a.cabs = 1) (hb : b.orb + b.cabs = 1) : cabsQ a b = exactQ a b := by
  rw [cabsQ_eq_exactQ_iff h, sub_sub, sub_sub, ha, hb]
  simp

/-- Acting after the occupied projector of electron 1, the CABS form leaves that projector
times the part of electron 2's space missed by both bases. -/
theorem cabsQ_mul_occ (h : Independent a b) :
    cabsQ a b * a.occ = a.occ * (1 - b.orb - b.cabs) := by
  have h1 : a.orb * b.orb * a.occ = a.occ * b.orb := by
    rw [mul_assoc, ← h.occ_orb.eq, ← mul_assoc, a.orb_occ]
  have h2 : a.occ * b.cabs * a.occ = a.occ * b.cabs := by
    rw [mul_assoc, ← h.occ_cabs.eq, ← mul_assoc, a.occ_idem]
  have h3 : a.cabs * b.occ * a.occ = 0 := by
    rw [mul_assoc, ← h.occ_occ.eq, ← mul_assoc, (occ_cabs_orthogonal a).2, zero_mul]
  rw [cabsQ, sub_mul, sub_mul, sub_mul, one_mul, h1, h2, h3]
  noncomm_ring

/-- The diagonal two-electron matrix with entries `u` of the level selected by `c`. -/
def level (c : Fin 4 × Fin 4 → Fin 4) (u : Fin 4 → ℂ) :
    Matrix (Fin 4 × Fin 4) (Fin 4 × Fin 4) ℂ :=
  Matrix.diagonal fun p => u (c p)

/-- Diagonal level matrices of the same electron multiply entry by entry. -/
theorem level_mul (c : Fin 4 × Fin 4 → Fin 4) (u v w : Fin 4 → ℂ)
    (h : ∀ i, u i * v i = w i) : level c u * level c v = level c w := by
  unfold level
  rw [Matrix.diagonal_mul_diagonal]
  congr 1
  funext p
  exact h (c p)

/-- Four levels for the electron selected by `c`: one occupied, one virtual, one in the
CABS and one outside both bases. -/
def fourLevel (c : Fin 4 × Fin 4 → Fin 4) :
    OrbitalSpaces (Matrix (Fin 4 × Fin 4) (Fin 4 × Fin 4) ℂ) where
  occ := level c ![1, 0, 0, 0]
  orb := level c ![1, 1, 0, 0]
  cabs := level c ![0, 0, 1, 0]
  occ_idem := level_mul c _ _ _ (by intro i; fin_cases i <;> simp)
  orb_idem := level_mul c _ _ _ (by intro i; fin_cases i <;> simp)
  cabs_idem := level_mul c _ _ _ (by intro i; fin_cases i <;> simp)
  occ_orb := level_mul c _ _ _ (by intro i; fin_cases i <;> simp)
  orb_occ := level_mul c _ _ _ (by intro i; fin_cases i <;> simp)
  orb_cabs := (level_mul c _ _ 0 (by intro i; fin_cases i <;> simp)).trans (by simp [level])
  cabs_orb := (level_mul c _ _ 0 (by intro i; fin_cases i <;> simp)).trans (by simp [level])

/-- The four-level projectors of two electrons commute with each other, and their CABS form
does not annihilate the occupied projector of electron 1. -/
theorem fourLevel_witness :
    Independent (fourLevel Prod.fst) (fourLevel Prod.snd) ∧
    cabsQ (fourLevel Prod.fst) (fourLevel Prod.snd) * (fourLevel Prod.fst).occ ≠ 0 := by
  have comm : ∀ u v : Fin 4 → ℂ, Commute (level Prod.fst u) (level Prod.snd v) := by
    intro u v
    change level Prod.fst u * level Prod.snd v = level Prod.snd v * level Prod.fst u
    unfold level
    rw [Matrix.diagonal_mul_diagonal, Matrix.diagonal_mul_diagonal]
    congr 1
    funext p
    exact mul_comm _ _
  have ind : Independent (fourLevel Prod.fst) (fourLevel Prod.snd) := by
    constructor <;> exact comm _ _
  refine ⟨ind, ?_⟩
  rw [cabsQ_mul_occ ind]
  intro h0
  -- electron 1 occupied, electron 2 in the level outside both bases
  have t := congrFun (congrFun h0 (0, 3)) (0, 3)
  simp [fourLevel, level, Matrix.diagonal_mul, Matrix.sub_apply] at t

end

end CabsProjector
```

```lean
#print axioms CabsProjector.cabsQ_projector
#print axioms CabsProjector.intermediate_invariant
#print axioms CabsProjector.cabsQ_eq_exactQ_of_complete
```

```
'CabsProjector.cabsQ_projector' depends on axioms: [propext]
'CabsProjector.intermediate_invariant' depends on axioms: [propext]
'CabsProjector.cabsQ_eq_exactQ_of_complete' depends on axioms: [propext]
```

## Exact cancellation without a basis-set error bound

`cabsQ_projector` proves idempotence and both annihilation relations. Its steps `pp` to `cc` are the product table, sorted by `mul_mul_mul_comm`; `q1` to `q3` are $QE_k=0$. `intermediate_invariant` uses the two annihilation relations to remove the added terms from $GQF$.

`cabsQ_eq_exactQ_add` first absorbs the occupied factors into the virtual pairs (`key`), then lets `noncomm_ring` compare the expansions. `cabsQ_eq_exactQ_iff` separates the two errors by the multiplication with $O_1$, and `cabsQ_eq_exactQ_of_complete` is the complete-CABS case. `cabsQ_mul_occ` computes $QO_1$ term by term.

`fourLevel_witness` shows that the loss of strong orthogonality does occur. Each electron has one occupied, one virtual, one CABS and one missing level, represented by diagonal matrices that satisfy every hypothesis. The diagonal entry of $QO_1$ with electron 1 in the occupied level and electron 2 in the missing one is 1, so $QO_1\ne0$.

The theorems do not require finite dimension, self-adjoint projectors or equal spaces for the two electrons. They do assume exact idempotence and orthogonality. A code using the sums above meets these conditions to rounding when its orbitals and CABS functions together form an orthonormal set. The factors $G$ and $F$ must be elements of the ring: finite matrices and bounded operators qualify, while the unbounded Coulomb operator needs a matrix representation or a separate treatment of domains. The size of the energy error from an incomplete CABS is not estimated.
